# On one centre, products of Cartesian Gaussian shells of degrees a and b span only the shell of degree a + b

## Nine products of p functions, six different functions

Take the three p functions $x e^{-\alpha r^2}$, $y e^{-\alpha r^2}$, $z e^{-\alpha r^2}$ and multiply each of them by each of $x e^{-\beta r^2}$, $y e^{-\beta r^2}$, $z e^{-\beta r^2}$ on the same centre. There are nine pairs of factors. Every product carries the same Gaussian $e^{-(\alpha+\beta) r^2}$, and the polynomials in front are $x^2, y^2, z^2, xy, xz, yz$. The last three each occur twice, since $x\cdot y$ and $y\cdot x$ are the same polynomial. Nine pairs therefore give six functions, which are the six Cartesian d functions with exponent $\alpha+\beta$.

The product remembers the total power of each coordinate but not which factor supplied it. The same loss occurs for any two shells of degree at least one.

In electronic structure, products of this kind are the one-centre pair densities that enter electron-repulsion integrals. For two primitive Cartesian shells on the same centre, with positive exponents and both of degree at least one, the integrals over all pairs therefore obey linear relations and follow from those over a smaller set of densities. Pairs are counted here as ordered pairs. If both factors come from the same p shell, the relations only express that the two factors can be exchanged, and the six unordered pairs give six independent densities.

## The span, its dimension and the number of pairs

Write $l=(l_0,l_1,l_2)$ for a triple of natural numbers, $S_n$ for the set of triples with $l_0+l_1+l_2=n$, and $x^l = x_0^{l_0}x_1^{l_1}x_2^{l_2}$, where $x_0,x_1,x_2$ are the coordinates $x,y,z$. Let $H_n$ be the space of real homogeneous polynomials of degree $n$ in these variables, including zero. For all real $\alpha,\beta$ and natural numbers $a,b$:

1. The products $x^l e^{-\alpha r^2}\cdot x^m e^{-\beta r^2}$ with $l\in S_a$, $m\in S_b$ span $H_{a+b}\,e^{-(\alpha+\beta)r^2}$.
2. This space has dimension $(a+b+1)(a+b+2)/2$.
3. The dimension is strictly below the number of pairs, $(a+1)(a+2)(b+1)(b+2)/4$, exactly when $a\ge 1$ and $b\ge 1$.

In the Lean file, `shell n` is $S_n$, `mono l` is $x^l$ as a formal polynomial, and `dress α` is the linear map that takes a polynomial $p$ to the function $p(r)e^{-\alpha r^2}$ on `Fin 3 → ℝ`. The set `gaussianProducts α β a b` contains the products as actual functions, so coinciding products appear in it once. The number of pairs is kept separately as `(shell a).card * (shell b).card`. The dimension is `finrank`, and its formula is stated with a factor 2 on the left to avoid division of natural numbers.

The three parts of `one_centre_product_redundancy` are the three items above, with the closed form for the number of pairs supplied by `two_mul_card_shell`. The common centre is the origin. The exponents may be any real numbers, although only positive ones give normalisable orbitals. The functions are unnormalised; normalising them multiplies each product by a non-zero constant and leaves the span unchanged. The theorem concerns primitive Cartesian functions, not contracted or spherical-harmonic ones.

## Counting and splitting exponent triples

To count $S_n$, fix $s=l_1+l_2$, which runs from $0$ to $n$. Then $l_0=n-s$ is determined, $l_1$ can be any of $0,\dots,s$, and $l_2=s-l_1$. Hence
$$|S_n|=\sum_{s=0}^{n}(s+1)=\frac{(n+1)(n+2)}{2}.$$

If $u\in S_a$ and $v\in S_b$, then $u+v\in S_{a+b}$. Conversely, every $l\in S_{a+b}$ splits in this way. Fill the first factor greedily:
$$u_0=\min(l_0,a),\quad u_1=\min(l_1,a-u_0),\quad u_2=a-u_0-u_1.$$
If $u_2>0$, the first two powers have been used up, so $u_2=a-l_0-l_1\le l_2$, because $l_0+l_1+l_2=a+b\ge a$. If $u_2=0$, the bound $u_2\le l_2$ is immediate. Thus $v=l-u$ has no negative entry, and its entries add up to $b$.

Since $x^u x^v=x^{u+v}$, the products of monomials of degrees $a$ and $b$ are exactly the monomials of degree $a+b$. Every homogeneous polynomial of that degree is a linear combination of them, and different monomials are linearly independent. They form a basis of $H_{a+b}$, so $\dim H_{a+b}=|S_{a+b}|$.

## Putting the Gaussian back

For polynomials $p$ and $q$,
$$p\,e^{-\alpha r^2}\cdot q\,e^{-\beta r^2}=(pq)\,e^{-(\alpha+\beta)r^2}.$$
The Gaussian products are therefore the images of the monomial products under multiplication by $e^{-(\alpha+\beta)r^2}$. This map is linear, so it carries span to span, which gives the first item. It is also injective: the exponential is never zero, so if two images agree, the polynomials agree at every point of space and are equal. An injective linear map preserves dimension, which gives the second item.

For the comparison, if $a=0$ then $|S_0|=1$ and both counts equal $|S_b|$; the case $b=0$ is the same. If both degrees are at least one, put $a=x+1$ and $b=y+1$, where $x,y$ now denote natural numbers. Four times the number of pairs minus four times the dimension is
$$(x+2)(x+3)(y+2)(y+3)-2(x+y+3)(x+y+4)$$
$$=x^2y^2+5x^2y+5xy^2+4x^2+21xy+4y^2+16x+16y+12,$$
which is positive. At $x=y=0$ it equals $12$, and dividing by four gives the three surplus products of the p shells.

## An s function as a factor, and two separate centres

The strict inequality needs both degrees to be non-zero. With $a=0$ and $b=1$, an s function times the three p functions gives three independent products from three pairs.

The common centre is built into the definitions, and the description of the span fails without it. Put two Gaussians of equal positive exponent at $x=-\tfrac12$ and $x=\tfrac12$ on the first axis. Their product is a constant times a Gaussian centred at the origin. The corresponding $p_x$ functions contribute the polynomial $(x+\tfrac12)(x-\tfrac12)=x^2-\tfrac14$, which is not homogeneous about the centre of the combined Gaussian.

## The complete Lean file

```lean
import Mathlib

open MvPolynomial Module

namespace OneCentreProducts

noncomputable section

/-- The Cartesian shell of degree `n`: all exponent triples with sum `n`. -/
def shell (n : ℕ) : Finset (Fin 3 → ℕ) := Finset.Nat.antidiagonalTuple 3 n

/-- The monomial `x^l₀ y^l₁ z^l₂`. -/
def mono (l : Fin 3 → ℕ) : MvPolynomial (Fin 3) ℝ := ∏ i, X i ^ l i

/-- Multiplication of a polynomial by the Gaussian `exp (-α r²)`, giving a function on space. -/
def dress (α : ℝ) : MvPolynomial (Fin 3) ℝ →ₗ[ℝ] ((Fin 3 → ℝ) → ℝ) where
  toFun p := fun r => eval r p * Real.exp (-α * ∑ i, r i ^ 2)
  map_add' p q := by
    funext r
    simp [add_mul]
  map_smul' c p := by
    funext r
    simp [mul_assoc]

/-- All products of a Cartesian Gaussian of degree `a` and exponent `α` with one of degree `b`
and exponent `β` on the same centre. -/
def gaussianProducts (α β : ℝ) (a b : ℕ) : Set ((Fin 3 → ℝ) → ℝ) :=
  Set.image2 (fun l m => dress α (mono l) * dress β (mono m)) (shell a) (shell b)

/-- A triple belongs to the shell of degree `n` exactly when its exponents add up to `n`. -/
theorem mem_shell {n : ℕ} {l : Fin 3 → ℕ} : l ∈ shell n ↔ l 0 + l 1 + l 2 = n := by
  rw [← Fin.sum_univ_three]
  exact Finset.Nat.mem_antidiagonalTuple

/-- A Cartesian shell of degree `n` has `(n+1)(n+2)/2` members. -/
theorem two_mul_card_shell (n : ℕ) : 2 * (shell n).card = (n + 1) * (n + 2) := by
  -- label a triple by the sum of its last two exponents and by the middle one
  have h : (shell n).card =
      ((Finset.range (n + 1)).sigma fun s => Finset.range (s + 1)).card := by
    refine Finset.card_bij' (fun l _ => (⟨l 1 + l 2, l 1⟩ : Σ _ : ℕ, ℕ))
      (fun p _ => ![n - p.1, p.2, p.1 - p.2]) ?_ ?_ ?_ ?_
    · intro l hl
      rw [mem_shell] at hl
      simp only [Finset.mem_sigma, Finset.mem_range]
      omega
    · rintro ⟨s, j⟩ hp
      simp only [Finset.mem_sigma, Finset.mem_range] at hp
      rw [mem_shell]
      change n - s + j + (s - j) = n
      omega
    · intro l hl
      rw [mem_shell] at hl
      funext i
      fin_cases i
      · change n - (l 1 + l 2) = l 0
        omega
      · rfl
      · change l 1 + l 2 - l 1 = l 2
        omega
    · rintro ⟨s, j⟩ hp
      simp only [Finset.mem_sigma, Finset.mem_range] at hp
      have e : j + (s - j) = s := by omega
      change (⟨j + (s - j), j⟩ : Σ _ : ℕ, ℕ) = ⟨s, j⟩
      rw [e]
  rw [h, Finset.card_sigma]
  simp only [Finset.card_range]
  clear h
  induction n with
  | zero => simp
  | succ k ih =>
    rw [Finset.sum_range_succ, mul_add, ih]
    ring

/-- The triples of degree `a + b` are exactly the sums of a triple of degree `a` and one of
degree `b`. -/
theorem mem_shell_add {a b : ℕ} {l : Fin 3 → ℕ} :
    l ∈ shell (a + b) ↔ ∃ u ∈ shell a, ∃ v ∈ shell b, u + v = l := by
  constructor
  · intro h
    rw [mem_shell] at h
    -- fill the first factor greedily: x first, then y, then z
    refine ⟨![min (l 0) a, min (l 1) (a - l 0), a - l 0 - l 1], ?_,
      ![l 0 - a, l 1 - (a - l 0), l 2 - (a - l 0 - l 1)], ?_, ?_⟩
    · rw [mem_shell]
      change min (l 0) a + min (l 1) (a - l 0) + (a - l 0 - l 1) = a
      omega
    · rw [mem_shell]
      change l 0 - a + (l 1 - (a - l 0)) + (l 2 - (a - l 0 - l 1)) = b
      omega
    · funext i
      fin_cases i
      · change min (l 0) a + (l 0 - a) = l 0
        omega
      · change min (l 1) (a - l 0) + (l 1 - (a - l 0)) = l 1
        omega
      · change a - l 0 - l 1 + (l 2 - (a - l 0 - l 1)) = l 2
        omega
  · rintro ⟨u, hu, v, hv, rfl⟩
    rw [mem_shell] at hu hv ⊢
    simp only [Pi.add_apply]
    omega

/-- The product of powers of the coordinates is the monomial with these exponents. -/
theorem mono_eq (l : Fin 3 → ℕ) :
    mono l = monomial (Finsupp.equivFunOnFinite.symm l) 1 := by
  rw [monomial_eq, Finsupp.prod_fintype _ _ (by simp)]
  simp [mono]

/-- The monomials of degree `n` span the homogeneous polynomials of degree `n`. -/
theorem span_shell (n : ℕ) : Submodule.span ℝ (mono '' (shell n : Set (Fin 3 → ℕ))) =
    homogeneousSubmodule (Fin 3) ℝ n := by
  apply le_antisymm
  · rw [Submodule.span_le]
    rintro _ ⟨l, hl, rfl⟩
    have hl' : ∑ i, l i = n := by
      rw [Fin.sum_univ_three]
      exact mem_shell.mp (Finset.mem_coe.mp hl)
    have h := IsHomogeneous.prod Finset.univ
      (fun i => (X i : MvPolynomial (Fin 3) ℝ) ^ l i) l
      (fun i _ => by simpa using (isHomogeneous_X ℝ i).pow (l i))
    rw [hl'] at h
    exact h
  · intro p hp
    have hp' : p.IsHomogeneous n := hp
    rw [p.as_sum]
    refine Submodule.sum_mem _ fun d hd => ?_
    have hdeg := hp' (mem_support_iff.mp hd)
    rw [Finsupp.weight_apply, Finsupp.sum_fintype _ _ (by simp), Fin.sum_univ_three] at hdeg
    have hm : monomial d (coeff d p) = coeff d p • mono d := by
      rw [mono_eq, smul_monomial]
      simp
    rw [hm]
    exact Submodule.smul_mem _ _ (Submodule.subset_span
      ⟨d, Finset.mem_coe.2 (mem_shell.2 (by simpa using hdeg)), rfl⟩)

/-- Products of a degree-`a` and a degree-`b` monomial span exactly the homogeneous polynomials
of degree `a + b`. -/
theorem span_monomial_products (a b : ℕ) :
    Submodule.span ℝ (Set.image2 (fun l m => mono l * mono m) (shell a) (shell b)) =
      homogeneousSubmodule (Fin 3) ℝ (a + b) := by
  have mono_add (l m : Fin 3 → ℕ) : mono (l + m) = mono l * mono m := by
    simp [mono, pow_add, Finset.prod_mul_distrib]
  rw [← span_shell]
  congr 1
  ext p
  constructor
  · rintro ⟨l, hl, m, hm, rfl⟩
    exact ⟨l + m, Finset.mem_coe.2 (mem_shell_add.2 ⟨l, hl, m, hm, rfl⟩), mono_add l m⟩
  · rintro ⟨k, hk, rfl⟩
    obtain ⟨l, hl, m, hm, rfl⟩ := mem_shell_add.1 (Finset.mem_coe.1 hk)
    exact ⟨l, hl, m, hm, (mono_add l m).symm⟩

/-- The homogeneous polynomials of degree `n` in three variables have as dimension the number of
members of the Cartesian shell. -/
theorem finrank_homogeneous (n : ℕ) :
    finrank ℝ (homogeneousSubmodule (Fin 3) ℝ n) = (shell n).card := by
  have hli : LinearIndependent ℝ mono := by
    have h := (basisMonomials (Fin 3) ℝ).linearIndependent.comp _
      (Finsupp.equivFunOnFinite.symm : (Fin 3 → ℕ) ≃ (Fin 3 →₀ ℕ)).injective
    have e : mono = ⇑(basisMonomials (Fin 3) ℝ) ∘
        ⇑(Finsupp.equivFunOnFinite.symm : (Fin 3 → ℕ) ≃ (Fin 3 →₀ ℕ)) := by
      funext l
      simp [mono_eq]
    rw [e]
    exact h
  have hr : mono '' (shell n : Set (Fin 3 → ℕ)) =
      Set.range (mono ∘ fun l : {l // l ∈ shell n} => l.1) := by
    ext p
    simp
  rw [← span_shell, hr, finrank_span_eq_card (hli.comp _ Subtype.val_injective),
    Fintype.card_coe]

/-- The shell of degree `a + b` has fewer members than there are pairs from the shells of degrees
`a` and `b` exactly when both degrees are at least one. -/
theorem card_lt_iff (a b : ℕ) :
    (shell (a + b)).card < (shell a).card * (shell b).card ↔ 1 ≤ a ∧ 1 ≤ b := by
  have h0 : (shell 0).card = 1 := by
    have := two_mul_card_shell 0
    omega
  rcases a with _ | x
  · simp [h0]
  rcases b with _ | y
  · simp [h0]
  have h4 : 4 * ((shell (x + 1)).card * (shell (y + 1)).card) =
      ((x + 1 + 1) * (x + 1 + 2)) * ((y + 1 + 1) * (y + 1 + 2)) := by
    rw [← two_mul_card_shell (x + 1), ← two_mul_card_shell (y + 1)]
    ring
  have key : 2 * ((x + 1 + (y + 1) + 1) * (x + 1 + (y + 1) + 2)) <
      ((x + 1 + 1) * (x + 1 + 2)) * ((y + 1 + 1) * (y + 1 + 2)) := by
    nlinarith [Nat.zero_le (x * y), Nat.zero_le (x ^ 2 * y ^ 2), Nat.zero_le (x ^ 2 * y),
      Nat.zero_le (x * y ^ 2), Nat.zero_le (x ^ 2), Nat.zero_le (y ^ 2)]
  rw [← two_mul_card_shell (x + 1 + (y + 1)), ← h4] at key
  exact ⟨fun _ => ⟨by omega, by omega⟩, fun _ => by linarith⟩

/-- One-centre products of Gaussian shells of degrees `a` and `b` span the homogeneous polynomials
of degree `a + b` times the combined Gaussian, a space of dimension `(a+b+1)(a+b+2)/2`. This is
strictly less than the number of pairs of factors exactly when `a` and `b` are at least one. -/
theorem one_centre_product_redundancy (α β : ℝ) (a b : ℕ) :
    Submodule.span ℝ (gaussianProducts α β a b) =
        (homogeneousSubmodule (Fin 3) ℝ (a + b)).map (dress (α + β)) ∧
      2 * finrank ℝ (Submodule.span ℝ (gaussianProducts α β a b)) =
        (a + b + 1) * (a + b + 2) ∧
      (finrank ℝ (Submodule.span ℝ (gaussianProducts α β a b)) <
        (shell a).card * (shell b).card ↔ 1 ≤ a ∧ 1 ≤ b) := by
  -- on a common centre, polynomials multiply and Gaussian exponents add
  have hmul (p q : MvPolynomial (Fin 3) ℝ) :
      dress α p * dress β q = dress (α + β) (p * q) := by
    funext r
    change eval r p * Real.exp (-α * ∑ i, r i ^ 2) *
      (eval r q * Real.exp (-β * ∑ i, r i ^ 2)) =
      eval r (p * q) * Real.exp (-(α + β) * ∑ i, r i ^ 2)
    rw [map_mul, show -(α + β) * ∑ i, r i ^ 2 =
      -α * ∑ i, r i ^ 2 + -β * ∑ i, r i ^ 2 by ring, Real.exp_add]
    ring
  -- the Gaussian factor never vanishes, so it preserves the dimension
  have hinj : Function.Injective (dress (α + β)) := fun p q h =>
    MvPolynomial.funext fun r => mul_right_cancel₀ (Real.exp_ne_zero _) (congrFun h r)
  have hspan : Submodule.span ℝ (gaussianProducts α β a b) =
      (homogeneousSubmodule (Fin 3) ℝ (a + b)).map (dress (α + β)) := by
    rw [← span_monomial_products, Submodule.map_span, Set.image_image2]
    simp only [gaussianProducts, hmul]
  have hdim : finrank ℝ (Submodule.span ℝ (gaussianProducts α β a b)) =
      (shell (a + b)).card := by
    rw [hspan, ← finrank_homogeneous]
    exact (Submodule.equivMapOfInjective _ hinj _).finrank_eq.symm
  exact ⟨hspan, by rw [hdim, two_mul_card_shell], by rw [hdim, card_lt_iff]⟩

end

end OneCentreProducts
```

```lean
#print axioms OneCentreProducts.one_centre_product_redundancy
```

```
'OneCentreProducts.one_centre_product_redundancy' depends on axioms: [propext, Classical.choice, Quot.sound]
```

## From triples to polynomials in Lean

`mem_shell` turns membership in a shell into the equation `l 0 + l 1 + l 2 = n`, which the arithmetic tactic `omega` can use. In `two_mul_card_shell`, `Finset.card_bij'` takes the labelling of $l$ by the pair $(l_1+l_2,l_1)$ together with its inverse, and asks for proofs that both maps land in the right sets and undo each other. An induction then evaluates the sum of $s+1$.

`mem_shell_add` is the splitting step. Its first triple is the greedy $u$, written with subtraction of natural numbers, which stops at zero; `a - l 0 - l 1` is thus $u_2$ without a case distinction. `omega` checks the degrees and the sum in each coordinate.

`mono_eq` identifies the product of powers with Mathlib's `monomial`. `span_shell` proves two inclusions: each monomial of degree $n$ is homogeneous, and each homogeneous polynomial is the sum of its terms, all of which have degree $n$. `span_monomial_products` uses `mem_shell_add` to show that the set of products equals the set of monomials of degree $a+b$, and then applies `span_shell`. `finrank_homogeneous` obtains linear independence from Mathlib's basis of monomials and reads off the dimension.

`card_lt_iff` treats a zero degree by simplification. Otherwise it writes the degrees as `x + 1` and `y + 1`, and `nlinarith` proves the polynomial inequality with the help of non-negative terms such as `x * y` and `x ^ 2 * y ^ 2`, the same kind of terms as in the expansion above.

In the final theorem, `hmul` is the product rule for Gaussians and `hinj` the injectivity. `hspan` moves the span through the linear map with `Submodule.map_span`. `hdim` moves the dimension with `Submodule.equivMapOfInjective`, which makes an injective linear map into an equivalence between a subspace and its image.

## `MvPolynomial.funext`: equal values give equal polynomials

In Lean, a polynomial is a table of coefficients, whereas an orbital is a function on space. The two descriptions meet in `hinj`. Suppose `dress (α + β)` sends `p` and `q` to the same function. At each point `r`, `congrFun h r` gives the equality of values, and `mul_right_cancel₀` removes the non-zero exponential. What remains is that `p` and `q` have equal values everywhere, and `MvPolynomial.funext` concludes that they are equal as polynomials.

This lemma requires the coefficients to come from an infinite integral domain, which $\mathbb{R}$ is. Over the field with two elements, $X^2+X$ is a non-zero polynomial that vanishes at both points. Over the reals no such collapse occurs, so the dimension counted in coefficients is also the dimension of the space of functions.
